# For a unit state in Schmidt form, the discarded weight is both the squared truncation error and the fidelity loss after renormalisation

The Schmidt form of the state is an input here: the coefficients and the two orthonormal families are given, and the state is defined as their sum. No singular value decomposition is performed or assumed to exist. Fidelity means the squared overlap $|\langle\varphi,\psi\rangle|^2$ of two unit vectors throughout. The truncated vector and its renormalised version are kept as two separate objects, because they lie at different distances from the original state whenever the discarded weight is nonzero.

## Two identities for one cut

Let $k$ run over a finite index set, let $s_k$ be real, and let $u_k$ and $v_k$ be orthonormal families in two complex inner-product spaces $E$ and $F$. Write
$$\psi=\sum_k s_k\,u_k\otimes v_k,\qquad \psi_S=\sum_{k\in S}s_k\,u_k\otimes v_k,\qquad w(S)=\sum_{k\in S}s_k^2,$$
where $S$ is the set of kept terms. The discarded weight is $\varepsilon=w(S^c)$, with $S^c$ the complement of $S$. If $\|\psi\|=1$ and $w(S)>0$, then $\varphi=\psi_S/\|\psi_S\|$ is a unit vector and
$$\|\psi-\psi_S\|^2=\varepsilon,\qquad |\langle\varphi,\psi\rangle|^2=1-\varepsilon.$$

The set $S$ is arbitrary. The coefficients may be unsorted, negative or zero.

## The number reported at a bond truncation

A matrix-product-state code that splits a two-site tensor by a singular value decomposition and drops some singular values can read $\varepsilon$ as the infidelity of that step, for a single cut of a normalised pure state with finitely many Schmidt terms. The reading depends on the gauge: the theorems here assume that the left and right block states multiplying the singular values are orthonormal, as they are in mixed canonical form. If the product vectors overlap, cross terms can enter the error, and the sum of dropped squares need not equal it.

The squared distance after renormalisation is a different number unless $\varepsilon=0$:
$$\|\psi-\varphi\|^2=2-2\sqrt{1-\varepsilon}.$$
For small $\varepsilon$ this is $\varepsilon+\varepsilon^2/4+\cdots$, so the two errors agree to leading order. A test of the squared norm distance between the renormalised vector and the original should use the square-root formula; a test of their fidelity should use $1-\varepsilon$.

## Derivation from orthonormal product vectors

Put $e_k=u_k\otimes v_k$. The inner product on the composite system factorises, so
$$\langle e_i,e_j\rangle=\langle u_i,u_j\rangle\langle v_i,v_j\rangle=\delta_{ij}.$$

For any set $T$ of terms, the double sum in the squared norm therefore collapses:
$$\|\psi_T\|^2=\sum_{i,j\in T}s_is_j\,\delta_{ij}=w(T).$$

Since $\psi-\psi_S=\psi_{S^c}$, taking $T=S^c$ gives $\|\psi-\psi_S\|^2=\varepsilon$. Taking $T$ to be the full index set gives $1=w(S)+\varepsilon$.

For the overlap, $\langle e_k,\psi\rangle=s_k$, hence
$$\langle\psi_S,\psi\rangle=\sum_{k\in S}s_k^2=w(S)=\|\psi_S\|^2.$$
Dividing by $\|\psi_S\|$, which is nonzero because $w(S)>0$, gives $\langle\varphi,\psi\rangle=\|\psi_S\|$. Its square is $w(S)=1-\varepsilon$.

The distance formula follows by expanding the square:
$$\|\psi-\varphi\|^2=1+1-2\,\mathrm{Re}\langle\varphi,\psi\rangle=2-2\sqrt{1-\varepsilon}.$$

Finally, let $\chi$ be any unit vector in the span of the kept $e_k$. It is orthogonal to $\psi-\psi_S$, so the Cauchy–Schwarz inequality gives
$$|\langle\chi,\psi\rangle|^2=|\langle\chi,\psi_S\rangle|^2\le\|\psi_S\|^2=1-\varepsilon.$$
The state $\varphi$ lies in this span and reaches the bound.

## A two-qubit state and the one-term case

Take $\psi=\tfrac35|00\rangle+\tfrac45|11\rangle$ and keep only $|11\rangle$. Then $\varepsilon=9/25$ and $\psi_S=\tfrac45|11\rangle$, so the truncation error is $3/5$. Renormalising gives $\varphi=|11\rangle$, with squared overlap $16/25=1-\varepsilon$. The squared distance is now $(3/5)^2+(1/5)^2=2/5$, in agreement with $2-2\cdot\tfrac45$.

In the smallest case there is a single term. Normalisation forces $s=\pm1$, and positive kept weight forces that term to be kept. Then $\varepsilon=0$ and $\varphi=\psi$.

## The Lean file

```lean
import Mathlib

open scoped TensorProduct InnerProductSpace

namespace SchmidtTruncation

noncomputable section

variable {ι E F : Type*}
  [NormedAddCommGroup E] [InnerProductSpace ℂ E]
  [NormedAddCommGroup F] [InnerProductSpace ℂ F]

/-- The weight of a set of Schmidt terms: the sum of the squared coefficients over the set. -/
def weight (s : ι → ℝ) (S : Finset ι) : ℝ := ∑ k ∈ S, s k ^ 2

/-- The truncated vector, which keeps only the terms `s k • u k ⊗ v k` with `k` in `S`. -/
def truncated (s : ι → ℝ) (u : ι → E) (v : ι → F) (S : Finset ι) : E ⊗[ℂ] F :=
  ∑ k ∈ S, (s k : ℂ) • (u k ⊗ₜ[ℂ] v k)

/-- The full bipartite state, the sum of all terms `s k • u k ⊗ v k`. -/
def schmidtState [Fintype ι] (s : ι → ℝ) (u : ι → E) (v : ι → F) : E ⊗[ℂ] F :=
  truncated s u v Finset.univ

/-- The truncated vector divided by its norm, meant for a nonzero truncated vector. -/
def renormalised (s : ι → ℝ) (u : ι → E) (v : ι → F) (S : Finset ι) : E ⊗[ℂ] F :=
  ((‖truncated s u v S‖⁻¹ : ℝ) : ℂ) • truncated s u v S

variable {s : ι → ℝ} {u : ι → E} {v : ι → F}

/-- Products of corresponding members of two orthonormal families are orthonormal in the
composite system. -/
theorem orthonormal_product (hu : Orthonormal ℂ u) (hv : Orthonormal ℂ v) :
    Orthonormal ℂ (fun k => u k ⊗ₜ[ℂ] v k) := by
  classical
  rw [orthonormal_iff_ite] at *
  intro i j
  simp only [TensorProduct.inner_tmul, hu i j, hv i j]
  split_ifs <;> simp

/-- For orthonormal families, the squared norm of the truncated vector is the kept weight. -/
theorem norm_sq_truncated (hu : Orthonormal ℂ u) (hv : Orthonormal ℂ v) (S : Finset ι) :
    ‖truncated s u v S‖ ^ 2 = weight s S := by
  have h := (orthonormal_product hu hv).inner_sum
    (fun k => (s k : ℂ)) (fun k => (s k : ℂ)) S
  have h2 : ⟪truncated s u v S, truncated s u v S⟫_ℂ = ((weight s S : ℝ) : ℂ) := by
    refine h.trans ?_
    simp [weight, sq]
  rw [← inner_self_eq_norm_sq (𝕜 := ℂ), h2]
  exact Complex.ofReal_re _

variable [Fintype ι] [DecidableEq ι]

/-- For orthonormal families, the squared truncation error is the discarded weight, whether or
not the state is normalised. -/
theorem truncation_error (hu : Orthonormal ℂ u) (hv : Orthonormal ℂ v) (S : Finset ι) :
    ‖schmidtState s u v - truncated s u v S‖ ^ 2 = weight s Sᶜ := by
  -- what is lost is the partial sum over the discarded terms
  have h : schmidtState s u v - truncated s u v S = truncated s u v Sᶜ :=
    sub_eq_iff_eq_add.mpr (Finset.sum_compl_add_sum S _).symm
  rw [h, norm_sq_truncated hu hv]

omit [Fintype ι] in
/-- For orthonormal families, the amplitude of the product vector `u k ⊗ v k` in a truncated
vector is `s k` if the term `k` is kept and zero otherwise. -/
theorem product_inner_truncated (hu : Orthonormal ℂ u) (hv : Orthonormal ℂ v)
    (T : Finset ι) (k : ι) :
    ⟪u k ⊗ₜ[ℂ] v k, truncated s u v T⟫_ℂ = if k ∈ T then (s k : ℂ) else 0 := by
  have h := orthonormal_iff_ite.mp (orthonormal_product hu hv)
  have hs : ∀ (a : ℂ) (x y : E ⊗[ℂ] F), ⟪x, a • y⟫_ℂ = a * ⟪x, y⟫_ℂ :=
    fun a x y => by
      have h0 := inner_smul_right (𝕜 := ℂ) x y a
      exact h0
  simp only [truncated, inner_sum, hs, h k]
  simp

/-- For orthonormal families, the overlap of the renormalised truncated state with the full
state is the norm of the truncated vector. -/
theorem renormalised_inner (hu : Orthonormal ℂ u) (hv : Orthonormal ℂ v) (S : Finset ι) :
    ⟪renormalised s u v S, schmidtState s u v⟫_ℂ = ((‖truncated s u v S‖ : ℝ) : ℂ) := by
  have hs : ∀ (a : ℂ) (x y : E ⊗[ℂ] F), ⟪a • x, y⟫_ℂ = starRingEnd ℂ a * ⟪x, y⟫_ℂ :=
    fun a x y => by
      have h0 := inner_smul_left (𝕜 := ℂ) x y a
      exact h0
  -- before renormalisation the overlap is the kept weight
  have h : ⟪truncated s u v S, schmidtState s u v⟫_ℂ = ((weight s S : ℝ) : ℂ) := by
    rw [truncated, sum_inner, weight, Complex.ofReal_sum]
    refine Finset.sum_congr rfl fun k _ => ?_
    rw [hs, schmidtState, product_inner_truncated hu hv]
    simp [sq]
  rw [renormalised, hs, Complex.conj_ofReal, h, ← norm_sq_truncated hu hv,
    ← Complex.ofReal_mul]
  congr 1
  rcases eq_or_ne ‖truncated s u v S‖ 0 with h0 | h0
  · rw [h0]; norm_num
  · rw [sq, inv_mul_cancel_left₀ h0]

/-- For a unit state built on orthonormal families, the kept weight is one minus the discarded
weight. -/
theorem kept_weight (hu : Orthonormal ℂ u) (hv : Orthonormal ℂ v)
    (hψ : ‖schmidtState s u v‖ = 1) (S : Finset ι) : weight s S = 1 - weight s Sᶜ := by
  have h1 : ‖schmidtState s u v‖ ^ 2 = weight s Finset.univ := norm_sq_truncated hu hv _
  have h2 : weight s Sᶜ + weight s S = weight s Finset.univ := Finset.sum_compl_add_sum S _
  rw [hψ] at h1
  linarith

/-- For a unit state built on orthonormal families and a kept set of positive weight, the squared
truncation error is the discarded weight, the renormalised truncated state is a unit vector, and
its squared overlap with the full state is one minus the discarded weight. -/
theorem truncation_fidelity (hu : Orthonormal ℂ u) (hv : Orthonormal ℂ v)
    (hψ : ‖schmidtState s u v‖ = 1) (S : Finset ι) (hS : 0 < weight s S) :
    ‖schmidtState s u v - truncated s u v S‖ ^ 2 = weight s Sᶜ ∧
    ‖renormalised s u v S‖ = 1 ∧
    ‖⟪renormalised s u v S, schmidtState s u v⟫_ℂ‖ ^ 2 = 1 - weight s Sᶜ := by
  refine ⟨truncation_error hu hv S, ?_, ?_⟩
  · have hne : ‖truncated s u v S‖ ≠ 0 := by
      intro h0
      have h := norm_sq_truncated (s := s) hu hv S
      rw [h0] at h
      norm_num at h
      linarith
    rw [renormalised, norm_smul, Complex.norm_real, norm_inv, norm_norm, inv_mul_cancel₀ hne]
  · rw [renormalised_inner hu hv, Complex.norm_real, norm_norm, norm_sq_truncated hu hv,
      kept_weight hu hv hψ]

/-- For a unit state built on orthonormal families, no unit vector in the span of the kept product
vectors has a squared overlap with the state above one minus the discarded weight. -/
theorem overlap_le (hu : Orthonormal ℂ u) (hv : Orthonormal ℂ v)
    (hψ : ‖schmidtState s u v‖ = 1) (S : Finset ι) (χ : E ⊗[ℂ] F)
    (hχ : χ ∈ Submodule.span ℂ ((fun k => u k ⊗ₜ[ℂ] v k) '' (S : Set ι))) (hn : ‖χ‖ = 1) :
    ‖⟪χ, schmidtState s u v⟫_ℂ‖ ^ 2 ≤ 1 - weight s Sᶜ := by
  -- only the kept part of the state is seen from the span
  have h : ⟪χ, schmidtState s u v - truncated s u v S⟫_ℂ = 0 := by
    clear hn
    induction hχ using Submodule.span_induction with
    | mem x hx =>
      obtain ⟨k, hk, rfl⟩ := hx
      have hk' : k ∈ S := hk
      simp only [inner_sub_right, schmidtState, product_inner_truncated hu hv]
      simp [hk']
    | zero => exact inner_zero_left _
    | add x y _ _ hx hy => simp_all [inner_add_left]
    | smul a x _ hx => simp_all [inner_smul_left]
  rw [inner_sub_right, sub_eq_zero] at h
  have hc := norm_inner_le_norm (𝕜 := ℂ) χ (truncated s u v S)
  rw [hn, one_mul] at hc
  rw [h, ← kept_weight hu hv hψ, ← norm_sq_truncated hu hv]
  exact pow_le_pow_left₀ (norm_nonneg _) hc 2

/-- For a unit state built on orthonormal families and a kept set of positive weight, the squared
distance from the state to its renormalised truncation is `2 - 2 √(1 - ε)`, with `ε` the discarded
weight. -/
theorem renormalised_error (hu : Orthonormal ℂ u) (hv : Orthonormal ℂ v)
    (hψ : ‖schmidtState s u v‖ = 1) (S : Finset ι) (hS : 0 < weight s S) :
    ‖schmidtState s u v - renormalised s u v S‖ ^ 2 = 2 - 2 * √(1 - weight s Sᶜ) := by
  have h1 := (truncation_fidelity hu hv hψ S hS).2.1
  have hre : RCLike.re ⟪renormalised s u v S, schmidtState s u v⟫_ℂ
      = ‖truncated s u v S‖ := by
    rw [renormalised_inner hu hv]
    exact Complex.ofReal_re _
  rw [norm_sub_rev, norm_sub_sq (𝕜 := ℂ), hre, h1, hψ, ← kept_weight hu hv hψ,
    ← norm_sq_truncated hu hv, Real.sqrt_sq (norm_nonneg _)]
  ring

/-- The standard basis of a qubit. -/
def qubit (i : Fin 2) : EuclideanSpace ℂ (Fin 2) := EuclideanSpace.basisFun (Fin 2) ℂ i

/-- The two-qubit state with coefficients 3/5 on `00` and 4/5 on `11` is a unit vector on an
orthonormal basis; keeping only `11` retains weight 16/25 and discards weight 9/25. -/
theorem two_qubit_witness :
    Orthonormal ℂ qubit ∧ ‖schmidtState ![3 / 5, 4 / 5] qubit qubit‖ = 1 ∧
    weight ![3 / 5, 4 / 5] ({1} : Finset (Fin 2)) = 16 / 25 ∧
    weight ![3 / 5, 4 / 5] ({1} : Finset (Fin 2))ᶜ = 9 / 25 := by
  have hq : Orthonormal ℂ qubit := (EuclideanSpace.basisFun (Fin 2) ℂ).orthonormal
  have hc : ({1} : Finset (Fin 2))ᶜ = {0} := by decide
  refine ⟨hq, ?_, ?_, ?_⟩
  · refine (sq_eq_sq₀ (norm_nonneg _) zero_le_one).mp ?_
    rw [schmidtState, norm_sq_truncated hq hq, weight, Fin.sum_univ_two]
    norm_num
  · norm_num [weight]
  · rw [hc]
    norm_num [weight]

end

end SchmidtTruncation
```

```lean
#print axioms SchmidtTruncation.truncation_fidelity
#print axioms SchmidtTruncation.overlap_le
#print axioms SchmidtTruncation.renormalised_error
```

```
'SchmidtTruncation.truncation_fidelity' depends on axioms: [propext, Classical.choice, Quot.sound]
'SchmidtTruncation.overlap_le' depends on axioms: [propext, Classical.choice, Quot.sound]
'SchmidtTruncation.renormalised_error' depends on axioms: [propext, Classical.choice, Quot.sound]
```

## What the Lean statements say

The main theorem is `truncation_fidelity`. In words: given orthonormal `u` and `v`, a state `schmidtState s u v` of norm one, and a kept set `S` with `0 < weight s S`, the two identities hold and `renormalised s u v S` has norm one.

- `s : ι → ℝ` holds the coefficients, and `ι` labels the Schmidt terms. `Fintype ι` makes their number finite.
- `S : Finset ι` is the kept set, and `weight s Sᶜ` is $\varepsilon$.
- `truncated s u v S` is $\psi_S$ and `renormalised s u v S` is $\varphi$.
- `E ⊗[ℂ] F` is the composite system. Its inner product is conjugate-linear in the first slot, as in Dirac notation.

The spaces may be infinite-dimensional, but the tensor product is not completed, so a state with infinitely many nonzero Schmidt coefficients lies beyond this model.

The hypotheses are used unevenly. `truncation_error` needs neither normalisation nor positive kept weight. Positive weight is what makes $\varphi$ a unit vector: at zero kept weight, Lean's convention $0^{-1}=0$ turns `renormalised` into the zero vector.

## How the lemmas follow the derivation

`orthonormal_product` is the $\delta_{ij}$ computation: `TensorProduct.inner_tmul` factorises the inner product, and `split_ifs` treats equal and unequal indices. `norm_sq_truncated` collapses the double sum with Mathlib's `inner_sum` for orthonormal families. `truncation_error` rewrites the difference as the sum over `Sᶜ` and applies that lemma.

`product_inner_truncated` computes the amplitude of one product vector: $s_k$ if the term is kept, zero otherwise. `renormalised_inner` multiplies each kept amplitude by $s_k$ and sums to get $w(S)$, then divides by the norm, treating a zero norm as a separate case. `kept_weight` is $w(S)=1-\varepsilon$. `truncation_fidelity` assembles these results, using `hS` to show that the norm it divides by is nonzero.

In `overlap_le`, induction over the span proves that $\chi$ is orthogonal to the discarded part, and `norm_inner_le_norm` supplies Cauchy–Schwarz. `renormalised_error` expands the squared distance with `norm_sub_sq`. `two_qubit_witness` verifies the orthonormal basis, the unit norm and the two weights of the example; the overlap then follows from the main theorem.

## Limits for a simulation code

The optimality in `overlap_le` is relative to the chosen product vectors. It is not the best low-rank approximation theorem, which keeps the coefficients of largest magnitude and compares against every state of the same or lower Schmidt rank. In the two-qubit example, keeping $|00\rangle$ instead gives squared overlap $9/25$, which is optimal in its own span although $|11\rangle$ has the same rank and does better. Choosing the coefficients of largest magnitude is left to the code.

The theorems treat one truncation of one pure state. They give no rule for combining discarded weights over a sweep or a time evolution, and no bound on the error of an energy or another observable. They also concern ideal real and complex numbers: rounding, and any loss of orthonormality in the stored tensors, must be controlled separately.
